# Halving the last of N equally spaced, alternating unit MM charges changes the end-site cutoff error from order 1/N to order 1/N²

## Why does half a charge gain a whole power of N?

Unit MM charges of alternating sign, the first positive, sit at distances $k=1,2,\dots,N$ from a QM site at the end of the chain. In reduced units, with the unit charge, the spacing and the Coulomb constant set to 1, the potential there is
$$S_N=\sum_{k=1}^N\frac{(-1)^{k+1}}{k},$$
and the infinite chain gives $\ln 2$. For $N=10$ I get an error of about $0.0475$. If I halve only the tenth charge, the error drops to about $0.0025$. I expected a modest gain from such a small change. Does it persist for long chains, and would another fraction do as well?

## The half charge cancels the 1/N term

The gain persists, and no other fixed fraction achieves it. Let the last charge be multiplied by a real number $w$, the same for every $N$:
$$V_N(w)=S_N-(1-w)\frac{(-1)^{N+1}}{N},\qquad N\ge1.$$

**The limit.** Subtracting twice the even terms from the full harmonic sum gives $S_{2n}=h_{2n}-h_n$, where $h_n=\sum_{k=1}^n 1/k$. Since $h_n-\ln n$ converges, its limit cancels in the difference and $S_{2n}\to\ln 2$. Odd chains differ from even ones by a vanishing term, so $S_N\to\ln 2$.

**The halved cutoff.** Let $e_N=(-1)^N\,(V_N(\tfrac12)-\ln 2)$. We have
$$V_N(\tfrac12)=S_N+\frac{(-1)^N}{2N},\qquad V_{N+1}(\tfrac12)=S_N+\frac{(-1)^N}{2(N+1)},$$
and therefore
$$e_N+e_{N+1}=\frac1{2N}-\frac1{2(N+1)}=\frac{1}{2N(N+1)}.$$
Now set $f_N=\frac{1}{4N^2}-e_N$. Then
$$f_N+f_{N+1}=\frac14\Big(\frac1N-\frac1{N+1}\Big)^2=\frac{1}{4N^2(N+1)^2}=:g_N.$$
Because $g_N$ decreases, $f_N-f_{N+2}=g_N-g_{N+1}\ge0$. Because $f_N\to0$, this forces $f_N\ge0$ for every $N\ge1$. Then $f_N=g_N-f_{N+1}\le g_N$, and multiplying by $N^2$ gives
$$\frac14-\frac{1}{4(N+1)^2}\le N^2e_N\le\frac14.$$
So $N^2|V_N(\tfrac12)-\ln2|\to\tfrac14$.

**Any other fraction.** Restoring the rest of the last charge gives
$$(-1)^N N\,(V_N(w)-\ln2)=Ne_N-(w-\tfrac12)\to-(w-\tfrac12).$$
Hence $N|V_N(w)-\ln2|\to|w-\tfrac12|$. The full charge, $w=1$, gives $\tfrac12$, and the limit is zero only for $w=\tfrac12$.

**What the Lean statements say.** `chainPotential N` is $S_N$ and `scaledCutoff w N` is $V_N(w)$, both real numbers. `Tendsto … atTop (𝓝 c)` says that the expression tends to $c$ as the chain grows. `mm_cutoff_errors` contains the two laws for the full and the halved last charge, `scaled_cutoff_error` the law for general $w$, and `halving_unique` the equivalence with $w=\tfrac12$. `halved_error_bounds` is $0\le f_N\le g_N$, under the hypothesis `1 ≤ N`.

The model has fixed point charges, equal spacing and a point-like QM site on the chain's axis; it contains no electron density, polarisation or three-dimensional environment. For electrostatic embedding, this one-dimensional fixed-charge example shows that the treatment of the outermost charge can set the order of the truncation error.

```lean
import Mathlib

open Filter Topology

namespace MMChargeCutoff

noncomputable section

/-- Potential at a QM site due to `N` unit MM charges of alternating sign, the first positive,
at distances `1, 2, …, N`, in reduced units. -/
def chainPotential (N : ℕ) : ℝ := ∑ k ∈ Finset.Icc 1 N, (-1 : ℝ) ^ (k + 1) / k

/-- Potential of the same chain when the last charge is multiplied by `w`, for `N ≥ 1`. -/
def scaledCutoff (w : ℝ) (N : ℕ) : ℝ :=
  chainPotential N - (1 - w) * ((-1 : ℝ) ^ (N + 1) / N)

/-- Adding one more MM charge to a chain of `N` charges changes the potential by
`(-1)^N / (N + 1)`. -/
theorem chainPotential_succ (N : ℕ) :
    chainPotential (N + 1) = chainPotential N + (-1 : ℝ) ^ N / ((N : ℝ) + 1) := by
  unfold chainPotential
  rw [Finset.sum_Icc_succ_top (by omega)]
  push_cast
  ring

/-- A chain of `2 n` charges gives the difference of two harmonic numbers. -/
theorem chainPotential_even (n : ℕ) :
    chainPotential (2 * n) = (harmonic (2 * n) : ℝ) - (harmonic n : ℝ) := by
  induction n with
  | zero => simp [chainPotential]
  | succ n ih =>
    have hp : (-1 : ℝ) ^ (2 * n) = 1 := by simp [pow_mul]
    rw [show 2 * (n + 1) = 2 * n + 1 + 1 by ring, chainPotential_succ, chainPotential_succ, ih,
      harmonic_succ, harmonic_succ, harmonic_succ, pow_succ, hp]
    push_cast
    field_simp
    ring

/-- The potential of the growing chain converges to `ln 2`. -/
theorem chainPotential_tendsto : Tendsto chainPotential atTop (𝓝 (Real.log 2)) := by
  have h2n : Tendsto (fun n : ℕ => 2 * n) atTop atTop :=
    tendsto_atTop_mono (fun n => by show n ≤ 2 * n; omega) tendsto_id
  -- even chains: the Euler-Mascheroni constants cancel
  have heven : Tendsto (fun n : ℕ => chainPotential (2 * n)) atTop (𝓝 (Real.log 2)) := by
    have h := ((Real.tendsto_harmonic_sub_log.comp h2n).sub
      Real.tendsto_harmonic_sub_log).add_const (Real.log 2)
    rw [sub_self, zero_add] at h
    refine h.congr' ?_
    filter_upwards [eventually_ge_atTop 1] with n hn
    have hn0 : (n : ℝ) ≠ 0 := by
      have : n ≠ 0 := by omega
      exact_mod_cast this
    have hlog : Real.log ((2 * n : ℕ) : ℝ) = Real.log 2 + Real.log n := by
      push_cast
      exact Real.log_mul (by norm_num) hn0
    simp only [Function.comp_apply]
    rw [chainPotential_even, hlog]
    ring
  -- the alternating series test supplies a limit for all chains
  have hanti : Antitone (fun k : ℕ => 1 / ((k : ℝ) + 1)) := by
    intro a b h
    have h' : (a : ℝ) ≤ b := by exact_mod_cast h
    exact one_div_le_one_div_of_le (by positivity) (by linarith)
  obtain ⟨l, hl⟩ := hanti.tendsto_alternating_series_of_tendsto_zero
    tendsto_one_div_add_atTop_nhds_zero_nat
  have hs : ∀ n : ℕ, ∑ i ∈ Finset.range n, (-1 : ℝ) ^ i * (1 / ((i : ℝ) + 1))
      = chainPotential n := by
    intro n
    induction n with
    | zero => simp [chainPotential]
    | succ n ih =>
      rw [Finset.sum_range_succ, ih, chainPotential_succ]
      ring
  have hl' : Tendsto chainPotential atTop (𝓝 l) := hl.congr hs
  have hlim := tendsto_nhds_unique (hl'.comp h2n) heven
  rwa [hlim] at hl'

/-- With the last charge halved, the errors of the chains of `N ≥ 1` and `N + 1` charges, multiplied
by `(-1)^N` and `(-1)^(N + 1)` respectively, add up to `1 / (2 N (N + 1))`. -/
theorem halved_error_add (N : ℕ) (hN : 1 ≤ N) :
    (-1 : ℝ) ^ N * (scaledCutoff (1 / 2) N - Real.log 2)
      + (-1 : ℝ) ^ (N + 1) * (scaledCutoff (1 / 2) (N + 1) - Real.log 2)
      = 1 / (2 * N * ((N : ℝ) + 1)) := by
  have h0 : (N : ℝ) ≠ 0 := by
    have : N ≠ 0 := by omega
    exact_mod_cast this
  have h1 : (N : ℝ) + 1 ≠ 0 := by positivity
  unfold scaledCutoff
  rw [chainPotential_succ]
  push_cast
  rcases neg_one_pow_eq_or ℝ N with h | h <;>
    simp only [pow_succ, h] <;> field_simp <;> ring

/-- For `N ≥ 1`, `(-1)^N` times the error of the halved cutoff is at most `1 / (4 N²)`, and falls
short of it by at most `1 / (4 N² (N + 1)²)`. -/
theorem halved_error_bounds (N : ℕ) (hN : 1 ≤ N) :
    0 ≤ 1 / (4 * (N : ℝ) ^ 2) - (-1 : ℝ) ^ N * (scaledCutoff (1 / 2) N - Real.log 2) ∧
    1 / (4 * (N : ℝ) ^ 2) - (-1 : ℝ) ^ N * (scaledCutoff (1 / 2) N - Real.log 2)
      ≤ 1 / (4 * (N : ℝ) ^ 2 * ((N : ℝ) + 1) ^ 2) := by
  let f : ℕ → ℝ := fun n =>
    1 / (4 * (n : ℝ) ^ 2) - (-1 : ℝ) ^ n * (scaledCutoff (1 / 2) n - Real.log 2)
  have hadd : ∀ n : ℕ, 1 ≤ n →
      f n + f (n + 1) = 1 / (4 * (n : ℝ) ^ 2 * ((n : ℝ) + 1) ^ 2) := by
    intro n hn
    have h0 : (n : ℝ) ≠ 0 := by
      have : n ≠ 0 := by omega
      exact_mod_cast this
    have h1 : (n : ℝ) + 1 ≠ 0 := by positivity
    have hc : 1 / (4 * (n : ℝ) ^ 2) + 1 / (4 * ((n : ℝ) + 1) ^ 2) - 1 / (2 * n * ((n : ℝ) + 1))
        = 1 / (4 * (n : ℝ) ^ 2 * ((n : ℝ) + 1) ^ 2) := by
      field_simp
      ring
    have h := halved_error_add n hn
    simp only [f]
    push_cast
    linarith
  have hinv : Tendsto (fun n : ℕ => 1 / (n : ℝ)) atTop (𝓝 0) :=
    tendsto_one_div_atTop_nhds_zero_nat
  -- the remainder f vanishes for long chains
  have hlim : Tendsto f atTop (𝓝 0) := by
    have hq : Tendsto (fun n : ℕ => (-1 : ℝ) ^ (n + 1) / n) atTop (𝓝 0) :=
      squeeze_zero_norm (fun n => le_of_eq (by simp)) hinv
    have hV : Tendsto (fun n => scaledCutoff (1 / 2) n - Real.log 2) atTop (𝓝 0) := by
      have h := (chainPotential_tendsto.sub (hq.const_mul (1 - 1 / 2))).sub_const (Real.log 2)
      rw [mul_zero, sub_zero, sub_self] at h
      exact h
    have hS : Tendsto (fun n : ℕ => (-1 : ℝ) ^ n * (scaledCutoff (1 / 2) n - Real.log 2))
        atTop (𝓝 0) := by
      have hV' := hV.norm
      rw [norm_zero] at hV'
      refine squeeze_zero_norm (fun n => le_of_eq ?_) hV'
      rw [norm_mul, norm_pow, norm_neg, norm_one, one_pow, one_mul]
    have h := ((hinv.mul hinv).const_mul (1 / 4)).sub hS
    rw [mul_zero, mul_zero, sub_zero] at h
    refine h.congr (fun n => ?_)
    simp only [f]
    ring
  -- f decreases in steps of two, hence is nonnegative
  have hstep : ∀ n : ℕ, 1 ≤ n → f (n + 2) ≤ f n := by
    intro n hn
    have hpos : (0 : ℝ) < n := by exact_mod_cast hn
    have ha := hadd n hn
    have hb := hadd (n + 1) (by omega)
    push_cast at hb
    have hc : 1 / (4 * ((n : ℝ) + 1) ^ 2 * ((n : ℝ) + 1 + 1) ^ 2)
        ≤ 1 / (4 * (n : ℝ) ^ 2 * ((n : ℝ) + 1) ^ 2) := by
      apply one_div_le_one_div_of_le (by positivity)
      gcongr <;> linarith
    have he : f (n + 1 + 1) = f (n + 2) := rfl
    linarith
  have hnonneg : ∀ n : ℕ, 1 ≤ n → 0 ≤ f n := by
    intro n hn
    have hj : ∀ j : ℕ, f (n + 2 * j) ≤ f n := by
      intro j
      induction j with
      | zero => exact le_refl _
      | succ j ih => exact (hstep (n + 2 * j) (by omega)).trans ih
    have ht : Tendsto (fun j : ℕ => n + 2 * j) atTop atTop :=
      tendsto_atTop_mono (fun j => by show j ≤ n + 2 * j; omega) tendsto_id
    exact le_of_tendsto (hlim.comp ht) (Eventually.of_forall hj)
  have hsum := hadd N hN
  have hnext := hnonneg (N + 1) (by omega)
  exact ⟨hnonneg N hN, show f N ≤ _ by linarith⟩

/-- With the last charge halved, `(-1)^N N²` times the error tends to `1/4`. -/
theorem halved_signed_error :
    Tendsto (fun N : ℕ => (N : ℝ) ^ 2 *
      ((-1 : ℝ) ^ N * (scaledCutoff (1 / 2) N - Real.log 2))) atTop (𝓝 (1 / 4)) := by
  have hlow : Tendsto (fun N : ℕ => 1 / 4 - 1 / ((N : ℝ) + 1)) atTop (𝓝 (1 / 4)) := by
    have h := (tendsto_one_div_add_atTop_nhds_zero_nat (𝕜 := ℝ)).const_sub (1 / 4)
    rw [sub_zero] at h
    exact h
  have key : ∀ N : ℕ, 1 ≤ N →
      1 / 4 - 1 / ((N : ℝ) + 1) ≤
        (N : ℝ) ^ 2 * ((-1 : ℝ) ^ N * (scaledCutoff (1 / 2) N - Real.log 2)) ∧
      (N : ℝ) ^ 2 * ((-1 : ℝ) ^ N * (scaledCutoff (1 / 2) N - Real.log 2)) ≤ 1 / 4 := by
    intro N hN
    have hpos : (0 : ℝ) < N := by exact_mod_cast hN
    obtain ⟨ha, hb⟩ := halved_error_bounds N hN
    have ha' := mul_nonneg (sq_nonneg (N : ℝ)) ha
    have hb' := mul_le_mul_of_nonneg_left hb (sq_nonneg (N : ℝ))
    have h1 : (N : ℝ) ^ 2 * (1 / (4 * (N : ℝ) ^ 2)) = 1 / 4 := by field_simp
    have h2 : (N : ℝ) ^ 2 * (1 / (4 * (N : ℝ) ^ 2 * ((N : ℝ) + 1) ^ 2))
        = 1 / (4 * ((N : ℝ) + 1) ^ 2) := by field_simp
    have h3 : 1 / (4 * ((N : ℝ) + 1) ^ 2) ≤ 1 / ((N : ℝ) + 1) :=
      one_div_le_one_div_of_le (by positivity) (by nlinarith)
    rw [mul_sub, h1] at ha' hb'
    rw [h2] at hb'
    constructor <;> linarith
  refine tendsto_of_tendsto_of_tendsto_of_le_of_le' hlow tendsto_const_nhds ?_ ?_
  · filter_upwards [eventually_ge_atTop 1] with N hN using (key N hN).1
  · filter_upwards [eventually_ge_atTop 1] with N hN using (key N hN).2

/-- If the last charge is multiplied by `w`, then `N` times the absolute error tends to
`|w - 1/2|`. -/
theorem scaled_cutoff_error (w : ℝ) :
    Tendsto (fun N : ℕ => (N : ℝ) * |scaledCutoff w N - Real.log 2|) atTop
      (𝓝 |w - 1 / 2|) := by
  have h := ((halved_signed_error.mul
    (tendsto_one_div_atTop_nhds_zero_nat (𝕜 := ℝ))).sub_const (w - 1 / 2)).abs
  rw [mul_zero, zero_sub, abs_neg] at h
  refine h.congr' ?_
  filter_upwards [eventually_ge_atTop 1] with N hN
  have h0 : (N : ℝ) ≠ 0 := by
    have : N ≠ 0 := by omega
    exact_mod_cast this
  -- the two cutoffs differ by (w - 1/2) of the last charge
  have key : (N : ℝ) ^ 2 * ((-1 : ℝ) ^ N * (scaledCutoff (1 / 2) N - Real.log 2)) * (1 / (N : ℝ))
      - (w - 1 / 2) = (-1 : ℝ) ^ N * ((N : ℝ) * (scaledCutoff w N - Real.log 2)) := by
    unfold scaledCutoff
    rcases neg_one_pow_eq_or ℝ N with h | h <;>
      simp only [pow_succ, h] <;> field_simp <;> ring
  rw [key, abs_mul, abs_mul, abs_pow, abs_neg, abs_one, one_pow, one_mul, Nat.abs_cast]

/-- Cutting the chain after `N` full charges gives an absolute error whose product with `N` tends to
`1/2`; halving the last charge gives an absolute error whose product with `N²` tends to `1/4`. -/
theorem mm_cutoff_errors :
    Tendsto (fun N : ℕ => (N : ℝ) * |chainPotential N - Real.log 2|) atTop (𝓝 (1 / 2)) ∧
    Tendsto (fun N : ℕ => (N : ℝ) ^ 2 * |scaledCutoff (1 / 2) N - Real.log 2|) atTop
      (𝓝 (1 / 4)) := by
  constructor
  · have h := scaled_cutoff_error 1
    have hw : |(1 : ℝ) - 1 / 2| = 1 / 2 := by rw [abs_of_pos] <;> norm_num
    rw [hw] at h
    refine h.congr (fun N => ?_)
    simp [scaledCutoff]
  · have h := halved_signed_error.abs
    rw [abs_of_pos (by norm_num : (0 : ℝ) < 1 / 4)] at h
    refine h.congr (fun N => ?_)
    rw [abs_mul, abs_mul, abs_pow, abs_pow, abs_neg, abs_one, one_pow, one_mul, Nat.abs_cast]

/-- The error vanishes faster than `1/N` exactly when the last charge is multiplied by `1/2`. -/
theorem halving_unique (w : ℝ) :
    Tendsto (fun N : ℕ => (N : ℝ) * |scaledCutoff w N - Real.log 2|) atTop (𝓝 0)
      ↔ w = 1 / 2 := by
  constructor
  · intro h
    have h0 := tendsto_nhds_unique (scaled_cutoff_error w) h
    exact sub_eq_zero.mp (abs_eq_zero.mp h0)
  · intro hw
    have h := scaled_cutoff_error w
    rwa [show |w - 1 / 2| = 0 by rw [hw, sub_self, abs_zero]] at h

end

end MMChargeCutoff
```

```lean
#print axioms MMChargeCutoff.mm_cutoff_errors
-- 'MMChargeCutoff.mm_cutoff_errors' depends on axioms: [propext, Classical.choice, Quot.sound]
#print axioms MMChargeCutoff.halving_unique
-- 'MMChargeCutoff.halving_unique' depends on axioms: [propext, Classical.choice, Quot.sound]
```

**From the algebra to the code.** `chainPotential_succ` adds one charge, and `chainPotential_even` proves the harmonic-number identity by induction. In `chainPotential_tendsto`, the alternating series test supplies some limit for all $N$, and uniqueness of limits along even chains identifies it as $\ln2$.

`halved_error_add` is the sum rule for $e_N$; it splits on the sign of $(-1)^N$ and finishes with `field_simp` and `ring`. Inside `halved_error_bounds`, `hadd` is the sum rule for $f_N$, `hlim` its limit and `hstep` its decrease in steps of two. `hnonneg` iterates that decrease and applies `le_of_tendsto`.

`halved_signed_error` squeezes $N^2e_N$, using the looser lower bound $\tfrac14-\frac1{N+1}$. `scaled_cutoff_error` multiplies that result by $1/N$, subtracts $w-\tfrac12$ and takes absolute values. The first half of `mm_cutoff_errors` sets $w=1$, while the second takes the absolute value of the signed law. `halving_unique` compares the limit $|w-\tfrac12|$ with zero.
